# At a fixed whole number of non-interacting fermions, fractional occupations between 0 and 1 cannot lower the band energy

For a finite Hermitian matrix `H`, read as the one-particle Hamiltonian of non-interacting fermions, the band energy at filling `k` is the least sum of `k` eigenvalues, with repeated eigenvalues counted separately. The theorem `bandEnergy_le_fractional` says that if each level `i` has a real occupation `w i` between 0 and 1, and the occupations add up to `k`, then the sum of occupation times eigenvalue is at least the band energy. The attempt takes a set `s` of `k` lowest levels and a number `μ` that lies no lower than any level in `s` and no higher than any level outside it. It then sums the product of two differences, the occupation minus its value in the filled set (1 or 0) and the eigenvalue minus `μ`. No term is negative, and because both sets of occupations add up to `k`, `μ` drops out and the inequality remains.

The first attempt, which Lean rejects:

```lean
import Mathlib

open Matrix Finset
open scoped ComplexOrder

namespace BandEnergyLeFractional

noncomputable section

variable {n ι : Type*} [Fintype n] [DecidableEq n] [Fintype ι] [DecidableEq ι]
variable {H D : Matrix n n ℂ} {k : ℕ}

/-- The band energy at filling `k`: the least sum of eigenvalues over all choices of `k` distinct
eigenvalue labels, for `k` at most the dimension. Repeated eigenvalues have separate labels. -/
def bandEnergy (hH : H.IsHermitian) (hk : k ≤ Fintype.card n) : ℝ :=
  (univ.powersetCard k).inf' (Finset.powersetCard_nonempty.2 (by simpa using hk))
    fun s => ∑ i ∈ s, hH.eigenvalues i

/-- Aufbau principle: the band energy is the sum over `k` levels, none of which lies above
an empty level. -/
theorem bandEnergy_aufbau (hH : H.IsHermitian) (hk : k ≤ Fintype.card n) :
    ∃ s : Finset n, s.card = k ∧ bandEnergy hH hk = ∑ i ∈ s, hH.eigenvalues i ∧
      ∀ i ∈ s, ∀ j ∉ s, hH.eigenvalues i ≤ hH.eigenvalues j := by
  obtain ⟨s, hs, he⟩ := Finset.exists_mem_eq_inf'
    (Finset.powersetCard_nonempty.2 (by simpa using hk) : (univ.powersetCard k).Nonempty)
    (fun s : Finset n => ∑ i ∈ s, hH.eigenvalues i)
  have hc := (Finset.mem_powersetCard.1 hs).2
  refine ⟨s, hc, he, fun i hi j hj => ?_⟩
  -- moving a particle from `i` to `j` cannot lower the energy
  have hj' : j ∉ s.erase i := fun h => hj (Finset.mem_of_mem_erase h)
  have ht : insert j (s.erase i) ∈ univ.powersetCard k := by
    rw [Finset.mem_powersetCard]
    exact ⟨Finset.subset_univ _, by
      rw [Finset.card_insert_of_notMem hj', Finset.card_erase_add_one hi, hc]⟩
  have hle := Finset.inf'_le (fun s : Finset n => ∑ i ∈ s, hH.eigenvalues i) ht
  rw [he] at hle
  simp only [Finset.sum_insert hj'] at hle
  have hsum := Finset.add_sum_erase s hH.eigenvalues hi
  linarith

/-- Fractional occupations between 0 and 1 that add up to `k` never give less than the
band energy. -/
theorem bandEnergy_le_fractional (hH : H.IsHermitian) (hk : k ≤ Fintype.card n)
    (w : n → ℝ) (h0 : ∀ i, 0 ≤ w i) (h1 : ∀ i, w i ≤ 1) (hw : ∑ i, w i = k) :
    bandEnergy hH hk ≤ ∑ i, w i * hH.eigenvalues i := by
  obtain ⟨s, hs, he, hord⟩ := bandEnergy_aufbau hH hk
  -- a Fermi level separates filled from empty levels
  obtain ⟨μ, hμ1, hμ2⟩ : ∃ μ : ℝ, (∀ i ∈ s, hH.eigenvalues i ≤ μ) ∧
      ∀ j ∉ s, μ ≤ hH.eigenvalues j := by
    rcases s.eq_empty_or_nonempty with h | h
    · refine ⟨-∑ i, |hH.eigenvalues i|, by simp [h], fun j _ => ?_⟩
      have a := Finset.single_le_sum (f := fun i => |hH.eigenvalues i|)
        (fun i _ => abs_nonneg _) (Finset.mem_univ j)
      have b := neg_abs_le (hH.eigenvalues j)
      simp only at a
      linarith
    · obtain ⟨m, hm, hmax⟩ := s.exists_max_image hH.eigenvalues h
      exact ⟨_, hmax, hord m hm⟩
  have e1 : ∑ i, (if i ∈ s then (1 : ℝ) else 0) * hH.eigenvalues i
      = ∑ i ∈ s, hH.eigenvalues i := by simp [Finset.sum_ite_mem]
  have e2 : ∑ i, (if i ∈ s then (1 : ℝ) else 0) = k := by simp [hs]
  have e3 : ∑ i, (w i - if i ∈ s then (1 : ℝ) else 0) * (hH.eigenvalues i - μ)
      = ∑ i, w i * hH.eigenvalues i
        - ∑ i, (if i ∈ s then (1 : ℝ) else 0) * hH.eigenvalues i
        - μ * (∑ i, w i - ∑ i, (if i ∈ s then (1 : ℝ) else 0)) := by
    rw [← Finset.sum_sub_distrib, ← Finset.sum_sub_distrib, Finset.mul_sum,
      ← Finset.sum_sub_distrib]
    exact Finset.sum_congr rfl fun i _ => by ring
  have e4 : 0 ≤ ∑ i, (w i - if i ∈ s then (1 : ℝ) else 0) * (hH.eigenvalues i - μ) := by
    refine Finset.sum_nonneg fun i _ => ?_
    by_cases h : i ∈ s
    · rw [if_pos h]
      exact mul_nonneg_of_nonpos_of_nonpos (by linarith [h1 i]) (by linarith [hμ1 i h])
    · rw [if_neg h]
      exact mul_nonneg (by linarith [h0 i]) (by linarith [hμ2 i h])
  rw [e3, e1, e2, hw, sub_self, mul_zero] at e4
  linarith

end

end BandEnergyLeFractional
```

The error:

```
Main.lean:55:6: error: `simp` made no progress
```

The error is in the case where `s` is empty. There `μ` is chosen as minus the sum of the absolute values of all eigenvalues, and it must be shown to lie no higher than any eigenvalue. The hypothesis `a` says that the absolute value of one eigenvalue is at most that sum.

The line `simp only at a` names no lemmas, so all it could do here is tidy the form of `a`, for instance by applying the function `fun i => |hH.eigenvalues i|` to `j`. But `a` already has the plain form `|hH.eigenvalues j| ≤ ∑ i, |hH.eigenvalues i|`. Nothing is left to simplify, and `simp` treats making no progress as an error.

The repair deletes the line. `linarith` then uses `a` as it stands, together with `b`, which says that minus the absolute value of the eigenvalue is at most the eigenvalue itself. The two together give the bound.

This version goes through:

```diff
@@ -53,5 +53,5 @@
         (fun i _ => abs_nonneg _) (Finset.mem_univ j)
       have b := neg_abs_le (hH.eigenvalues j)
-      simp only at a
+
       linarith
     · obtain ⟨m, hm, hmax⟩ := s.exists_max_image hH.eigenvalues h
```
